# Knill–Laflamme conditions from a correcting recovery: the coefficient matrix is a Gram matrix

## Question

Take two qubits, basis $|00\rangle,|01\rangle,|10\rangle,|11\rangle$, and the code projector $P=|00\rangle\langle00|+|11\rangle\langle11|$. The noise has Kraus operators $E_0=\tfrac35\,1$ and $E_1=\tfrac45\,X\otimes1$, with $X$ the bit flip. The recovery $R_0=P$, $R_1=P(X\otimes1)$ is complete, $R_0^\dagger R_0+R_1^\dagger R_1=1$, and satisfies $R_kE_aP=l_{ka}P$ with $l=\mathrm{diag}(\tfrac35,\tfrac45)$. Direct multiplication gives $PE_a^\dagger E_bP=c_{ab}P$ with $c=\mathrm{diag}(\tfrac9{25},\tfrac{16}{25})=l^\dagger l$.

The claim is that this is general: for any projector $P$, errors $E_a$ and complete recovery $R_k$ with $R_kE_aP=l_{ka}P$, one has $PE_a^\dagger E_bP=c_{ab}P$ with $c_{ab}=\sum_k\overline{l_{ka}}\,l_{kb}$ positive semidefinite. How is this stated and proved in Lean 4 with Mathlib?

## Answer

### The objects

Four finite types carry the indices: `n` for the space in which the code lives, `m` for the space the errors map into, `K` for recovery labels $k$, and `A` for error labels $a,b$. Errors are `Matrix m n ℂ` and recovery operators `Matrix n m ℂ`, so the noise may change the dimension. The adjoint is `ᴴ` and complex conjugation is `star`.

`IsCodeProjector P` says $P^\dagger=P$ and $P^2=P$, with no condition on the rank. `IsCompleteKraus R` says $\sum_kR_k^\dagger R_k=1$, trace preservation of the map $\sigma\mapsto\sum_kR_k\sigma R_k^\dagger$; applied to `E` the same predicate says $\sum_aE_a^\dagger E_a=1$. `Corrects R E P l` is $R_kE_aP=l_{ka}P$ for all $k,a$, with `l k a` taking the recovery index first. `klMatrix l` is $c$. `PosSemidef` means Hermitian with $x^\dagger cx\ge0$ for every vector $x$, where `ComplexOrder` reads $0\le z$ as "$z$ is real and non-negative".

Correction enters in operator form, as an assumption. The step from a statement about channels (noise followed by recovery is proportional to the identity on code states) to the equations $R_kE_aP=l_{ka}P$ is not derived. A converse is proved for square matrices and diagonal $c$ with nonzero diagonal entries, so the file gives less than the full Knill–Laflamme equivalence. For a finite-dimensional code and finitely many errors, the result is a test on $P$ and the $E_a$ alone: if some $PE_a^\dagger E_bP$ is not a multiple of $P$, no complete finite recovery corrects the errors in this sense. The two-qubit example is the stabilizer code of $Z\otimes Z$, with $Z$ the Pauli phase flip, but the general theorems use no Pauli structure.

### Derivation by hand

Necessity. Since $P^\dagger=P$, one has $PE_a^\dagger=(E_aP)^\dagger$. Insert the completeness relation between the two errors:
$$PE_a^\dagger E_bP=(E_aP)^\dagger\Big(\sum_kR_k^\dagger R_k\Big)(E_bP)=\sum_k(R_kE_aP)^\dagger(R_kE_bP)=\sum_k\overline{l_{ka}}\,l_{kb}\,P^\dagger P=c_{ab}P .$$
The formula for $c_{ab}$ is the $(a,b)$ entry of $l^\dagger l$. Hence $c^\dagger=c$ and $x^\dagger cx=\sum_k|(lx)_k|^2\ge0$.

Action on code operators. Let $\rho=P\rho P$. Then
$$\sum_k(R_kE_a)\,\rho\,(R_kE_b)^\dagger=\sum_k(R_kE_aP)\,\rho\,(R_kE_bP)^\dagger=\sum_kl_{ka}\overline{l_{kb}}\;P\rho P=c_{ba}\,\rho .$$

Complete errors. If also $\sum_aE_a^\dagger E_a=1$, the sum of the diagonal conditions is
$$(\operatorname{tr}c)\,P=\sum_aPE_a^\dagger E_aP=P^2=P .$$
For $P\ne0$ the equation $(\operatorname{tr}c-1)P=0$ forces $\operatorname{tr}c=1$. For any $P$,
$$\sum_{a,k}(R_kE_a)\,\rho\,(R_kE_a)^\dagger=(\operatorname{tr}c)\,\rho=\big((\operatorname{tr}c)P\big)\rho P=P\rho P=\rho .$$

Converse for orthogonal errors. Let all matrices be square and let $s_a\ne0$ be complex numbers with $PE_a^\dagger E_bP=\delta_{ab}|s_a|^2P$. Put $V_a=s_a^{-1}E_aP$ and $Q=\sum_aV_aV_a^\dagger$. Then
$$V_a^\dagger V_b=\overline{s_a}^{\,-1}s_b^{-1}\,PE_a^\dagger E_bP=\delta_{ab}P,\qquad V_bP=V_b,\qquad QV_b=\sum_aV_a\,\delta_{ab}P=V_b .$$
$Q$ is Hermitian term by term, and $Q^2=\sum_bQV_bV_b^\dagger=Q$. Take as recovery the operators $V_a^\dagger$ together with $1-Q$. They are complete, because $(1-Q)^\dagger(1-Q)+\sum_aV_aV_a^\dagger=(1-Q)+Q=1$. They correct, because $E_bP=s_bV_b$ gives $V_a^\dagger E_bP=\delta_{ab}s_bP$ and $(1-Q)E_bP=0$.

### The file

```lean
import Mathlib

open Matrix
open scoped ComplexOrder

namespace KnillLaflammeGram

noncomputable section

variable {n m K A : Type*} [Fintype n] [Fintype m] [Fintype K] [Fintype A]

/-- `P` is a Hermitian idempotent matrix, the projector on the code space. -/
structure IsCodeProjector (P : Matrix n n ℂ) : Prop where
  herm : Pᴴ = P
  idem : P * P = P

/-- Completeness of a family of Kraus operators: `∑ₖ Rₖ† Rₖ = 1`. -/
def IsCompleteKraus [DecidableEq m] (R : K → Matrix n m ℂ) : Prop :=
  ∑ k, (R k)ᴴ * R k = 1

/-- Each error followed by each recovery operator acts on the code as a scalar:
`Rₖ Eₐ P = lₖₐ P`. -/
def Corrects (R : K → Matrix n m ℂ) (E : A → Matrix m n ℂ) (P : Matrix n n ℂ)
    (l : Matrix K A ℂ) : Prop :=
  ∀ k a, R k * E a * P = l k a • P

/-- The coefficient matrix `c_ab = ∑ₖ conj(lₖₐ) lₖ_b`. -/
def klMatrix (l : Matrix K A ℂ) : Matrix A A ℂ :=
  Matrix.of fun a b => ∑ k, star (l k a) * l k b

/-- The coefficient matrix `c` is positive semidefinite. -/
theorem klMatrix_posSemidef (l : Matrix K A ℂ) : (klMatrix l).PosSemidef := by
  have h : klMatrix l = lᴴ * l := by
    ext a b
    rfl
  rw [h]
  exact Matrix.posSemidef_conjTranspose_mul_self l

/-- Necessity of the Knill-Laflamme conditions: if `P` is a Hermitian idempotent and
complete recovery operators satisfy
`Rₖ Eₐ P = lₖₐ P`, then `P Eₐ† E_b P = c_ab P` with `c` positive semidefinite. -/
theorem knill_laflamme_necessity [DecidableEq m] {P : Matrix n n ℂ} {E : A → Matrix m n ℂ}
    {R : K → Matrix n m ℂ} {l : Matrix K A ℂ} (hP : IsCodeProjector P)
    (hR : IsCompleteKraus R) (hC : Corrects R E P l) :
    (∀ a b, P * (E a)ᴴ * E b * P = klMatrix l a b • P) ∧ (klMatrix l).PosSemidef := by
  refine ⟨fun a b => ?_, klMatrix_posSemidef l⟩
  have h1 : ∑ k, (R k)ᴴ * R k = 1 := hR
  -- insert the completeness relation between the two errors
  calc P * (E a)ᴴ * E b * P
      = (E a * P)ᴴ * (∑ k, (R k)ᴴ * R k) * (E b * P) := by
        rw [h1, Matrix.mul_one, conjTranspose_mul, hP.herm]
        simp only [Matrix.mul_assoc]
    _ = ∑ k, (R k * E a * P)ᴴ * (R k * E b * P) := by
        simp only [Matrix.mul_sum, Matrix.sum_mul, conjTranspose_mul, Matrix.mul_assoc]
    _ = ∑ k, (star (l k a) * l k b) • P := by
        refine Finset.sum_congr rfl fun k _ => ?_
        rw [hC k a, hC k b, conjTranspose_smul, hP.herm, Matrix.smul_mul, Matrix.mul_smul,
          hP.idem, smul_smul]
    _ = klMatrix l a b • P := by
        rw [← Finset.sum_smul]
        rfl

omit [Fintype A] in
/-- If `P` is Hermitian, `Rₖ Eₐ P = lₖₐ P` for all `k, a` and `P ρ P = ρ`, then `∑ₖ (Rₖ Eₐ) ρ (Rₖ E_b)† = c_ba ρ`. -/
theorem recovery_on_code {P ρ : Matrix n n ℂ} {E : A → Matrix m n ℂ}
    {R : K → Matrix n m ℂ} {l : Matrix K A ℂ} (hP : Pᴴ = P) (hC : Corrects R E P l)
    (hρ : P * ρ * P = ρ) (a b : A) :
    ∑ k, R k * E a * ρ * (R k * E b)ᴴ = klMatrix l b a • ρ := by
  have h : ∀ k, R k * E a * ρ * (R k * E b)ᴴ = (star (l k b) * l k a) • ρ := fun k => by
    calc R k * E a * ρ * (R k * E b)ᴴ
        = R k * E a * (P * ρ * P) * (R k * E b)ᴴ := by rw [hρ]
      _ = (R k * E a * P) * ρ * (R k * E b * P)ᴴ := by
          simp only [conjTranspose_mul, hP, Matrix.mul_assoc]
      _ = (star (l k b) * l k a) • ρ := by
          rw [hC k a, hC k b, conjTranspose_smul, hP, Matrix.smul_mul, Matrix.smul_mul,
            Matrix.mul_smul, hρ, smul_smul, mul_comm (l k a)]
  rw [Finset.sum_congr rfl fun k _ => h k, ← Finset.sum_smul]
  rfl

section Channel

variable [DecidableEq n] [DecidableEq m] {P : Matrix n n ℂ} {E : A → Matrix m n ℂ}
  {R : K → Matrix n m ℂ} {l : Matrix K A ℂ}

/-- For a code projector `P`, complete errors and a complete recovery with
`Rₖ Eₐ P = lₖₐ P`, `(tr c) P = P`. -/
theorem trace_smul_projector (hP : IsCodeProjector P) (hR : IsCompleteKraus R)
    (hE : IsCompleteKraus E) (hC : Corrects R E P l) : (klMatrix l).trace • P = P := by
  have h1 : ∑ a, (E a)ᴴ * E a = 1 := hE
  calc (klMatrix l).trace • P = ∑ a, klMatrix l a a • P := by
        rw [← Finset.sum_smul]
        rfl
    _ = ∑ a, P * (E a)ᴴ * E a * P :=
        Finset.sum_congr rfl fun a _ => ((knill_laflamme_necessity hP hR hC).1 a a).symm
    _ = P * (∑ a, (E a)ᴴ * E a) * P := by
        simp only [Matrix.mul_sum, Matrix.sum_mul, Matrix.mul_assoc]
    _ = P := by rw [h1, Matrix.mul_one, hP.idem]

/-- For a nonzero code projector `P`, complete errors and a complete recovery with
`Rₖ Eₐ P = lₖₐ P`, `c` has unit trace. -/
theorem trace_klMatrix (hP : IsCodeProjector P) (hP0 : P ≠ 0) (hR : IsCompleteKraus R)
    (hE : IsCompleteKraus E) (hC : Corrects R E P l) : (klMatrix l).trace = 1 := by
  have h : ((klMatrix l).trace - 1) • P = 0 := by
    rw [sub_smul, trace_smul_projector hP hR hE hC, one_smul, sub_self]
  exact sub_eq_zero.mp ((smul_eq_zero.mp h).resolve_right hP0)

/-- For a code projector `P`, complete errors and a complete recovery with
`Rₖ Eₐ P = lₖₐ P`, noise followed by recovery returns every `ρ` supported on the code. -/
theorem exact_recovery (hP : IsCodeProjector P) (hR : IsCompleteKraus R)
    (hE : IsCompleteKraus E) (hC : Corrects R E P l) {ρ : Matrix n n ℂ}
    (hρ : P * ρ * P = ρ) : ∑ a, ∑ k, R k * E a * ρ * (R k * E a)ᴴ = ρ := by
  rw [Finset.sum_congr rfl fun a _ => recovery_on_code hP.herm hC hρ a a, ← Finset.sum_smul]
  calc (klMatrix l).trace • ρ = (klMatrix l).trace • (P * ρ * P) := by rw [hρ]
    _ = ((klMatrix l).trace • P) * ρ * P := by rw [Matrix.smul_mul, Matrix.smul_mul]
    _ = ρ := by rw [trace_smul_projector hP hR hE hC, hρ]

end Channel

section Converse

variable [DecidableEq n] [DecidableEq A]

/-- The rescaled error restricted to the code, `Vₐ = sₐ⁻¹ Eₐ P`. -/
def errorIsometry (P : Matrix n n ℂ) (E : A → Matrix n n ℂ) (s : A → ℂ) (a : A) :
    Matrix n n ℂ := (s a)⁻¹ • (E a * P)

/-- The operator `Q = ∑ₐ Vₐ Vₐ†`. -/
def errorSupport (P : Matrix n n ℂ) (E : A → Matrix n n ℂ) (s : A → ℂ) : Matrix n n ℂ :=
  ∑ a, errorIsometry P E s a * (errorIsometry P E s a)ᴴ

/-- Recovery operators: `Vₐ†` for each error, and one more operator `1 - Q`. -/
def syndromeRecovery (P : Matrix n n ℂ) (E : A → Matrix n n ℂ) (s : A → ℂ) :
    Option A → Matrix n n ℂ
  | some a => (errorIsometry P E s a)ᴴ
  | none => 1 - errorSupport P E s

/-- Amplitudes equal to `s_b` when the recovery label is `b`, and zero otherwise. -/
def syndromeAmplitude (s : A → ℂ) : Matrix (Option A) A ℂ :=
  Matrix.of fun k b => if k = some b then s b else 0

omit [Fintype A] [DecidableEq n] in
/-- If `P Eₐ† E_b P = δ_ab |sₐ|² P` with all `sₐ ≠ 0`, and `P` is Hermitian,
then `Vₐ† V_b = δ_ab P`. -/
theorem errorIsometry_orthogonal {P : Matrix n n ℂ} {E : A → Matrix n n ℂ} {s : A → ℂ}
    (hP : Pᴴ = P) (hs : ∀ a, s a ≠ 0)
    (hKL : ∀ a b, P * (E a)ᴴ * E b * P = if a = b then (star (s a) * s a) • P else 0)
    (a b : A) :
    (errorIsometry P E s a)ᴴ * errorIsometry P E s b = if a = b then P else 0 := by
  have h : (errorIsometry P E s a)ᴴ * errorIsometry P E s b
      = (star ((s a)⁻¹) * (s b)⁻¹) • (P * (E a)ᴴ * E b * P) := by
    unfold errorIsometry
    rw [conjTranspose_smul, conjTranspose_mul, hP, Matrix.smul_mul, Matrix.mul_smul, smul_smul]
    simp only [Matrix.mul_assoc]
  rw [h, hKL]
  split_ifs with hab
  · rw [← hab, smul_smul, star_inv₀, mul_mul_mul_comm,
      inv_mul_cancel₀ (star_ne_zero.mpr (hs a)), inv_mul_cancel₀ (hs a), one_mul, one_smul]
  · rw [smul_zero]

/-- Converse for orthogonal errors, for a Hermitian idempotent `P`:
if `P Eₐ† E_b P = δ_ab |sₐ|² P` with all `sₐ ≠ 0`, the
operators `Vₐ†`, `1 - Q` are complete and correct the errors. -/
theorem orthogonal_errors_correctable {P : Matrix n n ℂ} {E : A → Matrix n n ℂ} {s : A → ℂ}
    (hP : IsCodeProjector P) (hs : ∀ a, s a ≠ 0)
    (hKL : ∀ a b, P * (E a)ᴴ * E b * P = if a = b then (star (s a) * s a) • P else 0) :
    IsCompleteKraus (syndromeRecovery P E s) ∧
      Corrects (syndromeRecovery P E s) E P (syndromeAmplitude s) := by
  have hVV := errorIsometry_orthogonal hP.herm hs hKL
  have hEV : ∀ b, E b * P = s b • errorIsometry P E s b := fun b => by
    unfold errorIsometry
    rw [smul_smul, mul_inv_cancel₀ (hs b), one_smul]
  have hVP : ∀ b, errorIsometry P E s b * P = errorIsometry P E s b := fun b => by
    unfold errorIsometry
    rw [Matrix.smul_mul, Matrix.mul_assoc, hP.idem]
  -- Q fixes every V_b, hence Q is a projector
  have hQV : ∀ b, errorSupport P E s * errorIsometry P E s b = errorIsometry P E s b :=
    fun b => by
      unfold errorSupport
      simp only [Finset.sum_mul, mul_assoc, hVV, mul_ite, mul_zero, Finset.sum_ite_eq',
        Finset.mem_univ, if_true, hVP]
  have hQh : (errorSupport P E s)ᴴ = errorSupport P E s := by
    unfold errorSupport
    simp only [conjTranspose_sum, conjTranspose_mul, conjTranspose_conjTranspose]
  have hQQ : errorSupport P E s * errorSupport P E s = errorSupport P E s := by
    show errorSupport P E s * (∑ b, errorIsometry P E s b * (errorIsometry P E s b)ᴴ)
      = ∑ b, errorIsometry P E s b * (errorIsometry P E s b)ᴴ
    rw [Finset.mul_sum]
    exact Finset.sum_congr rfl fun b _ => by rw [← mul_assoc, hQV]
  constructor
  · unfold IsCompleteKraus
    rw [Fintype.sum_option]
    change (1 - errorSupport P E s)ᴴ * (1 - errorSupport P E s)
      + ∑ a, (errorIsometry P E s a)ᴴᴴ * (errorIsometry P E s a)ᴴ = 1
    simp only [conjTranspose_conjTranspose]
    change _ + errorSupport P E s = 1
    rw [conjTranspose_sub, conjTranspose_one, hQh, sub_mul, one_mul, mul_sub, mul_one, hQQ]
    abel
  · intro k b
    cases k with
    | none =>
      show (1 - errorSupport P E s) * E b * P = syndromeAmplitude s none b • P
      rw [mul_assoc, hEV, mul_smul_comm, sub_mul, one_mul, hQV]
      simp [syndromeAmplitude]
    | some a =>
      show (errorIsometry P E s a)ᴴ * E b * P = syndromeAmplitude s (some a) b • P
      rw [mul_assoc, hEV, mul_smul_comm, hVV]
      by_cases h : a = b <;> simp [syndromeAmplitude, h]

end Converse

/-- Projector on the span of `|00⟩` and `|11⟩`. -/
def pairCode : Matrix (Fin 4) (Fin 4) ℂ := !![1,0,0,0; 0,0,0,0; 0,0,0,0; 0,0,0,1]

/-- The errors `(3/5) 1` and `(4/5) X ⊗ 1`. -/
def pairNoise : Fin 2 → Matrix (Fin 4) (Fin 4) ℂ :=
  ![!![3/5,0,0,0; 0,3/5,0,0; 0,0,3/5,0; 0,0,0,3/5],
    !![0,0,4/5,0; 0,0,0,4/5; 4/5,0,0,0; 0,4/5,0,0]]

/-- The recovery operators `P` and `P (X ⊗ 1)`. -/
def pairRecovery : Fin 2 → Matrix (Fin 4) (Fin 4) ℂ :=
  ![pairCode, !![0,0,1,0; 0,0,0,0; 0,0,0,0; 0,1,0,0]]

set_option maxHeartbeats 400000 in
/-- The two-qubit code with a bit flip on the first qubit has complete errors, a complete
correcting recovery with amplitudes `diag(3/5, 4/5)`, and orthogonal errors. -/
theorem pairCode_witness :
    IsCodeProjector pairCode ∧ pairCode ≠ 0 ∧ IsCompleteKraus pairRecovery ∧
      IsCompleteKraus pairNoise ∧ Corrects pairRecovery pairNoise pairCode !![3/5,0; 0,4/5] ∧
      ∀ a b, pairCode * (pairNoise a)ᴴ * pairNoise b * pairCode =
        if a = b then (star (![3/5, 4/5] a : ℂ) * ![3/5, 4/5] a) • pairCode else 0 := by
  have hP : IsCodeProjector pairCode := by
    constructor <;> ext i j <;> fin_cases i <;> fin_cases j <;>
      simp [pairCode, Matrix.mul_apply, Fin.sum_univ_succ]
  have hR : IsCompleteKraus pairRecovery := by
    unfold IsCompleteKraus
    rw [Fin.sum_univ_two]
    ext i j
    fin_cases i <;> fin_cases j <;>
      simp [pairRecovery, pairCode, Matrix.mul_apply, Fin.sum_univ_succ]
  have c3 : (starRingEnd ℂ) 3 = 3 := map_ofNat _ 3
  have c4 : (starRingEnd ℂ) 4 = 4 := map_ofNat _ 4
  have c5 : (starRingEnd ℂ) 5 = 5 := map_ofNat _ 5
  have hE : IsCompleteKraus pairNoise := by
    unfold IsCompleteKraus
    rw [Fin.sum_univ_two]
    ext i j
    fin_cases i <;> fin_cases j <;>
      simp [pairNoise, Matrix.mul_apply, Fin.sum_univ_succ, c3, c4, c5] <;> norm_num
  have hC : Corrects pairRecovery pairNoise pairCode !![3/5,0; 0,4/5] := by
    intro k a
    fin_cases k <;> fin_cases a <;> ext i j <;> fin_cases i <;> fin_cases j <;>
      simp [pairRecovery, pairNoise, pairCode, Matrix.mul_apply, Fin.sum_univ_succ]
  refine ⟨hP, fun h => ?_, hR, hE, hC, fun a b => ?_⟩
  · simpa [pairCode] using congrFun (congrFun h 0) 0
  · rw [(knill_laflamme_necessity hP hR hC).1 a b]
    fin_cases a <;> fin_cases b <;> simp [klMatrix, Fin.sum_univ_succ, c3, c4, c5]

end

end KnillLaflammeGram
```

```lean
#print axioms KnillLaflammeGram.knill_laflamme_necessity
-- 'KnillLaflammeGram.knill_laflamme_necessity' depends on axioms: [propext, Classical.choice, Quot.sound]
#print axioms KnillLaflammeGram.trace_klMatrix
-- 'KnillLaflammeGram.trace_klMatrix' depends on axioms: [propext, Classical.choice, Quot.sound]
#print axioms KnillLaflammeGram.exact_recovery
-- 'KnillLaflammeGram.exact_recovery' depends on axioms: [propext, Classical.choice, Quot.sound]
#print axioms KnillLaflammeGram.orthogonal_errors_correctable
-- 'KnillLaflammeGram.orthogonal_errors_correctable' depends on axioms: [propext, Classical.choice, Quot.sound]
```

### Reading the statements and the proofs

`knill_laflamme_necessity` takes the projector, the completeness of `R` and `Corrects`, and concludes `P * (E a)ᴴ * E b * P = klMatrix l a b • P` for all `a b`, together with positivity. The errors need not be complete. The four `calc` steps are the four equalities displayed above: insertion of `h1`, distribution of the sum, two uses of `hC` followed by `hP.idem`, and `Finset.sum_smul` to collect the scalars. `klMatrix_posSemidef` identifies $c$ with `lᴴ * l` entry by entry and quotes `Matrix.posSemidef_conjTranspose_mul_self`; it holds for every matrix $l$, whether or not anything is corrected.

`recovery_on_code` needs only $P^\dagger=P$, `Corrects` and `P * ρ * P = ρ`; neither completeness nor idempotence is used. The matrix $\rho$ is not required to be Hermitian, positive or of unit trace, so coherences $|\psi\rangle\langle\varphi|$ between code vectors $\psi,\varphi$ are included. `trace_smul_projector` sums the diagonal case of the main theorem, `trace_klMatrix` cancels $P$ through `smul_eq_zero`, and `exact_recovery` follows the last display for complete errors, which is why it has no hypothesis $P\ne0$.

In the converse, `errorIsometry` is $V_a$ and `errorSupport` is $Q$. Recovery labels have type `Option A`: `some a` labels $V_a^\dagger$ and `none` labels $1-Q$, and `syndromeAmplitude` is $s_b$ at label `some b` and zero elsewhere. The number $|s_a|^2$ appears as `star (s a) * s a`. `errorIsometry_orthogonal` is $V_a^\dagger V_b=\delta_{ab}P$. Inside `orthogonal_errors_correctable`, the steps `hEV`, `hVP`, `hQV`, `hQh`, `hQQ` are $E_bP=s_bV_b$, $V_bP=V_b$, $QV_b=V_b$, $Q^\dagger=Q$, $Q^2=Q$; `Fintype.sum_option` splits off the $1-Q$ term.

`pairCode_witness` is the opening example, with indices $0,1,2,3$ of `Fin 4` standing for $|00\rangle,|01\rangle,|10\rangle,|11\rangle$. It states that $P$ is a nonzero projector, that recovery and noise are complete, that `Corrects` holds with $l=\mathrm{diag}(\tfrac35,\tfrac45)$, and that the errors are orthogonal with $s=(\tfrac35,\tfrac45)$. The first five parts are checked entry by entry; the last is obtained from the main theorem.

### The device: one normal form for rectangular products

Rectangular matrices do not form a ring, so the generic `mul_assoc` and `Finset.mul_sum` do not apply to a product such as $E_a^\dagger R_k^\dagger R_kE_b$. Mathlib has versions with three or four index types: `Matrix.mul_assoc`, `Matrix.mul_sum`, `Matrix.sum_mul`. In the second `calc` step of the main theorem, `simp only` with these and `conjTranspose_mul` moves the sum outermost, expands every adjoint of a product and brackets every product to the right. Both sides become the sum over $k$ of $P^\dagger(E_a^\dagger(R_k^\dagger(R_k(E_bP))))$ and agree literally. The target is bracketed as `(R k * E a * P)ᴴ * (R k * E b * P)` so that `R k * E a * P` matches the left side of `Corrects` and `rw [hC k a, hC k b]` finds its patterns. In the converse all matrices are square, and the ring lemmas are used as well.

### Remarks

The small examples below are worked on paper and are not theorems of the file.

Smallest case. For $1\times1$ matrices with $P=1$, errors are numbers $e_a$ and recovery operators numbers $r_k$ with $\sum_k|r_k|^2=1$. Then $l_{ka}=r_ke_a$ and $c_{ab}=\overline{e_a}e_b$, which does not depend on the recovery.

Dropping hypotheses. Without completeness of the recovery, take one qubit, $P=1$, one error $E=|0\rangle\langle0|$, one recovery operator $R=0$ and $l=0$: `Corrects` holds, yet $PE^\dagger EP=|0\rangle\langle0|$ is no multiple of $P$. Without $P^2=P$, the numbers $P=2$, $E=R=l=1$ give $PE^\dagger EP=4$ against $cP=2$. Without $P\ne0$ in `trace_klMatrix`, the numbers $P=0$, $E=R=1$, $l=0$ satisfy the other hypotheses and give $\operatorname{tr}c=0$.

Index order. The Knill–Laflamme product carries $c_{ab}$, the recovered operator carries $c_{ba}=\overline{c_{ab}}$, which is `klMatrix l b a`. A diagonal $c$ such as the two-qubit one hides the difference. With numbers $P=R=1$, $E_0=1$, $E_1=i$ one has $c_{01}=i$, while $(RE_0)\rho(RE_1)^\dagger=-i\rho=c_{10}\rho$, so a statement with the indices exchanged is false. The order in the completeness relation matters as well: in the two-qubit example $\sum_kR_k^\dagger R_k=1$ but $\sum_kR_kR_k^\dagger=2P$.
